# Site-resolved Stoner criterion for a symmetric susceptibility matrix

## Splittings, response and the quadratic form

The nonmagnetic state of a metal may be unstable against small exchange splittings on several of its sites. Let $b_i$ be the splitting on site $i$; it is an energy, not a magnetic induction. The symmetric matrix $\chi$ is the static susceptibility of the electrons without the exchange interaction, so to first order the splittings induce moments $m=\chi b$. Here $m_i$ is half the difference between the numbers of spin-up and spin-down electrons on site $i$, so the splittings contribute $-\sum_ib_im_i$ to the energy. The Stoner parameter $I>0$ is the on-site exchange strength, the same on every site, defined by the self-consistency condition $b=Im$. It is twice the parameter defined with moments in Bohr magnetons.

The interaction $-\tfrac I2\sum_i m_i^2$ is the minimum over $b$ of $\sum_i\left(b_i^2/(2I)-b_im_i\right)$. Electrons in the field $b$ gain $\tfrac12\langle b,\chi b\rangle$ at second order, where $\langle a,b\rangle=\sum_i a_ib_i$. Twice the resulting energy change is

$$F_I(b)=\frac{\langle b,b\rangle}{I}-\langle b,\chi b\rangle .$$

The nonmagnetic state is stable at this order if $F_I(b)>0$ for every $b\neq0$.

In Lean the sites form a finite type `n`. In the formulas below $n$ is their number, written `Fintype.card n` in the code.

```lean
import Mathlib

open Matrix

namespace SiteResolvedStoner

noncomputable section

variable {n : Type*} [Fintype n]
```

Splittings are functions `n → ℝ`, `⬝ᵥ` is the dot product, and `*ᵥ` applies a matrix to a vector. `stonerForm χ I b` is $F_I(b)$.

```lean
/-- The quadratic form `⟨b,b⟩/I - ⟨b,χ b⟩` of the site splittings `b`, for a Stoner
parameter `I ≠ 0` and a site-resolved susceptibility `χ`. -/
def stonerForm (χ : Matrix n n ℝ) (I : ℝ) (b : n → ℝ) : ℝ :=
  (b ⬝ᵥ b) / I - b ⬝ᵥ χ *ᵥ b
```

The letter $L$ denotes the largest eigenvalue of $\chi$. The definition asks that $L$ have a nonzero real eigenvector and that no other such eigenvalue exceed it. For a real symmetric matrix on at least one site, $L$ exists by the spectral theorem; the statements below take it as given.

```lean
/-- `L` is the largest of the real eigenvalues of `χ`. -/
def IsLargestEigenvalue (χ : Matrix n n ℝ) (L : ℝ) : Prop :=
  IsGreatest {l : ℝ | ∃ v : n → ℝ, v ≠ 0 ∧ χ *ᵥ v = l • v} L
```

The sum of all entries, $S=\sum_{ij}\chi_{ij}$, is the total moment produced by a unit splitting on every site.

```lean
/-- The sum of all entries `χ i j` of the susceptibility. -/
def totalResponse (χ : Matrix n n ℝ) : ℝ := ∑ i, ∑ j, χ i j
```

The matrix $\chi$ is an input here: no band structure or density of states is computed. The theorems concern the sign of $F_I$; identifying that sign with the stability of a real material is a physical step, which relies on the mean-field energy above and on static, collinear splittings. If the sites are those of one cell of a crystal, only patterns that repeat from cell to cell are tested.

## (a) The squared length of a splitting pattern

Show that every $b\neq0$ satisfies

$$\langle b,b\rangle>0 .$$

Some component $b_i$ is nonzero, so $b_i^2>0$. The other terms of $\sum_j b_j^2$ are nonnegative, so the sum is positive. The Lean proof picks the same component.

```lean
/-- A nonzero pattern of splittings has positive squared length. -/
theorem dot_self_pos {b : n → ℝ} (hb : b ≠ 0) : 0 < b ⬝ᵥ b := by
  obtain ⟨i, hi⟩ := Function.ne_iff.mp hb
  exact Finset.sum_pos' (fun j _ => mul_self_nonneg (b j))
    ⟨i, Finset.mem_univ i, mul_self_pos.mpr hi⟩
```

## (b) A bound on the response

For symmetric $\chi$ with largest eigenvalue $L$, show that

$$\langle b,\chi b\rangle\le L\langle b,b\rangle,\qquad\text{with equality iff }\chi b=Lb .$$

Put $G=L\mathbf 1-\chi$, where $\mathbf 1$ is the identity matrix. It is symmetric, so it has orthonormal eigenvectors $u_k$ with eigenvalues $g_k$. From $Gu_k=g_ku_k$ follows $\chi u_k=(L-g_k)u_k$. Since no eigenvalue of $\chi$ exceeds $L$, we have $L-g_k\le L$, hence $g_k\ge0$.

Expand $b=\sum_kc_ku_k$. Then

$$L\langle b,b\rangle-\langle b,\chi b\rangle=\langle b,Gb\rangle=\sum_kg_kc_k^2\ge0 .$$

The sum vanishes iff every $g_kc_k$ is zero, which means $Gb=\sum_kg_kc_ku_k=0$, or $\chi b=Lb$.

In the code, `hpsd` is the statement that $G$ is positive semidefinite, obtained from $g_k\ge0$. Mathlib then supplies both the inequality (`h1`) and the fact that the form of $G$ vanishes only on its kernel (`h2`), in place of the explicit expansion.

```lean
/-- For a symmetric susceptibility with largest eigenvalue `L`, the response `⟨b,χ b⟩` is at
most `L⟨b,b⟩`, with equality exactly when `χ b = L b`. -/
theorem rayleigh_bound {χ : Matrix n n ℝ} {L : ℝ} (hχ : χ.IsSymm)
    (hL : IsLargestEigenvalue χ L) (b : n → ℝ) :
    b ⬝ᵥ χ *ᵥ b ≤ L * (b ⬝ᵥ b) ∧
      (b ⬝ᵥ χ *ᵥ b = L * (b ⬝ᵥ b) ↔ χ *ᵥ b = L • b) := by
  classical
  have hA : (L • (1 : Matrix n n ℝ) - χ).IsHermitian := by
    unfold Matrix.IsHermitian
    rw [conjTranspose_eq_transpose_of_trivial, transpose_sub, transpose_smul,
      transpose_one, hχ.eq]
  have hmul : ∀ v : n → ℝ, (L • (1 : Matrix n n ℝ) - χ) *ᵥ v = L • v - χ *ᵥ v := by
    intro v
    rw [sub_mulVec, smul_mulVec, one_mulVec]
  -- a negative eigenvalue g of L • 1 - χ would give χ the eigenvalue L - g, which exceeds L
  have hpsd : (L • (1 : Matrix n n ℝ) - χ).PosSemidef := by
    rw [hA.posSemidef_iff_eigenvalues_nonneg]
    intro i
    change (0 : ℝ) ≤ hA.eigenvalues i
    have h : (L • (1 : Matrix n n ℝ) - χ) *ᵥ (hA.eigenvectorBasis i).ofLp
        = hA.eigenvalues i • (hA.eigenvectorBasis i).ofLp := hA.mulVec_eigenvectorBasis i
    have hv : (hA.eigenvectorBasis i).ofLp ≠ 0 := by
      intro h0
      apply hA.eigenvectorBasis.orthonormal.ne_zero i
      ext k
      exact congrFun h0 k
    rw [hmul] at h
    have hle : L - hA.eigenvalues i ≤ L :=
      hL.2 ⟨_, hv, by rw [sub_smul, ← h, sub_sub_cancel]⟩
    linarith
  have hform : b ⬝ᵥ (L • (1 : Matrix n n ℝ) - χ) *ᵥ b
      = L * (b ⬝ᵥ b) - b ⬝ᵥ χ *ᵥ b := by
    rw [hmul, dotProduct_sub, dotProduct_smul, smul_eq_mul]
  have h1 := hpsd.dotProduct_mulVec_nonneg b
  have h2 := hpsd.dotProduct_mulVec_zero_iff b
  rw [star_trivial, hform] at h1 h2
  rw [hmul] at h2
  refine ⟨by linarith, fun h => ?_, fun h => ?_⟩
  · exact (sub_eq_zero.mp (h2.mp (by linarith))).symm
  · linarith [h2.mpr (sub_eq_zero.mpr h.symm)]
```

## (c) The form on an eigenvector

Let $\chi v=Lv$, where for this part $L$ may be any eigenvalue. Show that

$$F_I(v)=\left(\frac1I-L\right)\langle v,v\rangle .$$

Insert $\langle v,\chi v\rangle=L\langle v,v\rangle$ into the definition of $F_I$ and collect terms. Lean substitutes the eigenvalue equation and leaves the collecting to `ring`.

```lean
/-- On a pattern with `χ v = L v` the form equals `(1/I - L)⟨v,v⟩`. -/
theorem stonerForm_eigenvector {χ : Matrix n n ℝ} {L : ℝ} {v : n → ℝ}
    (h : χ *ᵥ v = L • v) (I : ℝ) : stonerForm χ I v = (1 / I - L) * (v ⬝ᵥ v) := by
  unfold stonerForm
  rw [h, dotProduct_smul, smul_eq_mul]
  ring
```

## (d) The instability threshold

Let $\chi$ be symmetric with largest eigenvalue $L>0$. Show that for $I>0$

$$F_I(b)>0\ \text{ for all } b\ne0\quad\Longleftrightarrow\quad I<\frac1L ,$$

and that at the threshold

$$F_{1/L}(b)\ge0,\qquad F_{1/L}(b)=0\Longleftrightarrow\chi b=Lb .$$

Suppose first that the form is positive on all nonzero splittings. Take an eigenvector $v\ne0$ with $\chi v=Lv$. By (c), $(1/I-L)\langle v,v\rangle>0$, and by (a) the second factor is positive. Hence $1/I>L$, that is, $I<1/L$.

Conversely, let $I<1/L$ and $b\neq0$. Write

$$F_I(b)=\left(\frac1I-L\right)\langle b,b\rangle+\bigl(L\langle b,b\rangle-\langle b,\chi b\rangle\bigr).$$

The first term is positive and the second is nonnegative by (b), so $F_I(b)>0$.

At $I=1/L$ the first term disappears. What remains is the difference in (b), with its sign and its equality case. The splittings on which the form vanishes are the patterns that satisfy $b=I\chi b$ at threshold.

For a single site $L=\chi_{11}$, and the condition becomes the familiar $I\chi_{11}<1$.

The Lean theorem joins the three statements by `∧`. Its first two bullets are the two directions of the equivalence, with `h5` as the decomposition above; the last two treat the threshold through the identity `e`.

```lean
/-- **Site-resolved Stoner criterion.** For a symmetric susceptibility with largest eigenvalue
`L > 0` and for `I > 0`, the form is positive on all nonzero splittings iff `I < 1/L`; at
`I = 1/L` it is nonnegative and vanishes exactly on the splittings with `χ b = L b`. -/
theorem site_resolved_stoner {χ : Matrix n n ℝ} {L : ℝ} (hχ : χ.IsSymm)
    (hL : IsLargestEigenvalue χ L) (hpos : 0 < L) :
    (∀ I : ℝ, 0 < I → ((∀ b : n → ℝ, b ≠ 0 → 0 < stonerForm χ I b) ↔ I < 1 / L)) ∧
    (∀ b : n → ℝ, 0 ≤ stonerForm χ (1 / L) b) ∧
    (∀ b : n → ℝ, stonerForm χ (1 / L) b = 0 ↔ χ *ᵥ b = L • b) := by
  have e : ∀ b : n → ℝ, stonerForm χ (1 / L) b = L * (b ⬝ᵥ b) - b ⬝ᵥ χ *ᵥ b := by
    intro b
    simp only [stonerForm, one_div, div_inv_eq_mul]
    ring
  refine ⟨fun I hI => ⟨fun h => ?_, fun h b hb => ?_⟩, fun b => ?_, fun b => ?_⟩
  · -- test the form on a leading eigenvector
    obtain ⟨v, hv, hev⟩ := hL.1
    have h1 := h v hv
    rw [stonerForm_eigenvector hev] at h1
    have h2 := (mul_pos_iff_of_pos_right (dot_self_pos hv)).mp h1
    have h3 := (lt_div_iff₀ hI).mp (sub_pos.mp h2)
    rw [lt_div_iff₀ hpos]
    linarith
  · -- below threshold the Rayleigh bound leaves a positive remainder
    have h1 := (lt_div_iff₀ hpos).mp h
    have h2 : L < 1 / I := by
      rw [lt_div_iff₀ hI]
      linarith
    have h3 := mul_pos (sub_pos.mpr h2) (dot_self_pos hb)
    have h4 := (rayleigh_bound hχ hL b).1
    have h5 : stonerForm χ I b
        = (1 / I - L) * (b ⬝ᵥ b) + (L * (b ⬝ᵥ b) - b ⬝ᵥ χ *ᵥ b) := by
      unfold stonerForm
      ring
    linarith
  · linarith [e b, (rayleigh_bound hχ hL b).1]
  · rw [e b, ← (rayleigh_bound hχ hL b).2, sub_eq_zero, eq_comm]
```

## (e) Signs for a positive definite susceptibility

Positive definiteness means physically that every nonzero pattern of splittings, acting as a field on the electrons, lowers their energy at second order, the coupling to the field included. Show that it implies

$$L>0\qquad\text{and}\qquad S>0 .$$

For an eigenvector $v\ne0$ belonging to $L$, $L\langle v,v\rangle=\langle v,\chi v\rangle>0$, so $L>0$ by (a). For the pattern $e$ with $e_i=1$ on every site, $S=\langle e,\chi e\rangle>0$. The eigenvector also guarantees that there is at least one site, so $e\neq0$.

No other part assumes positive definiteness: (d) assumes $L>0$, and (f) and (g) assume $S>0$. This lemma supplies both signs when $\chi$ is positive definite.

```lean
/-- A positive definite susceptibility has a positive largest eigenvalue and a positive
sum of entries. -/
theorem posDef_pos {χ : Matrix n n ℝ} {L : ℝ} (h : χ.PosDef)
    (hL : IsLargestEigenvalue χ L) : 0 < L ∧ 0 < totalResponse χ := by
  obtain ⟨v, hv, hev⟩ := hL.1
  obtain ⟨i, _⟩ := Function.ne_iff.mp hv
  constructor
  · have h1 := h.dotProduct_mulVec_pos hv
    rw [star_trivial, hev, dotProduct_smul, smul_eq_mul] at h1
    exact (mul_pos_iff_of_pos_right (dot_self_pos hv)).mp h1
  · have hne : (fun _ : n => (1 : ℝ)) ≠ 0 := fun h0 => one_ne_zero (congrFun h0 i)
    have h1 := h.dotProduct_mulVec_pos hne
    rw [star_trivial] at h1
    simpa [dotProduct, mulVec, totalResponse] using h1
```

## (f) The threshold seen by uniform splittings

Let $S>0$, $I>0$ and $c\ne0$, and put the same splitting $b_i=c$ on all $n$ sites. Show that

$$F_I(b)>0\quad\Longleftrightarrow\quad I<\frac nS .$$

Here $\langle b,b\rangle=nc^2$ and $\langle b,\chi b\rangle=c^2\sum_{ij}\chi_{ij}=c^2S$. Therefore

$$F_I(b)=c^2\left(\frac nI-S\right),$$

which is positive iff $n/I>S$, or $I<n/S$. The steps `h1`, `h2` and `h3` are these three formulas. Symmetry of $\chi$ is not needed.

```lean
/-- If the entries of `χ` have a positive sum `S` and `I > 0`, the form is positive on a
nonzero uniform splitting of the `n` sites iff `I < n/S`. -/
theorem uniform_stable_iff {χ : Matrix n n ℝ} (hS : 0 < totalResponse χ) {I c : ℝ}
    (hI : 0 < I) (hc : c ≠ 0) :
    0 < stonerForm χ I (fun _ => c) ↔ I < Fintype.card n / totalResponse χ := by
  have h1 : (fun _ : n => c) ⬝ᵥ (fun _ => c) = c ^ 2 * Fintype.card n := by
    simp only [dotProduct, Finset.sum_const, Finset.card_univ, nsmul_eq_mul]
    ring
  have h2 : (fun _ : n => c) ⬝ᵥ χ *ᵥ (fun _ => c) = c ^ 2 * totalResponse χ := by
    simp only [dotProduct, mulVec, totalResponse, Finset.mul_sum]
    exact Finset.sum_congr rfl fun i _ => Finset.sum_congr rfl fun j _ => by ring
  have h3 : stonerForm χ I (fun _ => c)
      = c ^ 2 * (Fintype.card n / I - totalResponse χ) := by
    unfold stonerForm
    rw [h1, h2]
    ring
  have hc2 : 0 < c ^ 2 := by positivity
  rw [h3, mul_pos_iff_of_pos_left hc2, sub_pos, lt_div_iff₀ hI, lt_div_iff₀ hS, mul_comm]
```

## (g) Comparing the two thresholds

Let $\chi$ be symmetric with largest eigenvalue $L$ and $S>0$. Show that

$$\frac nS\ge\frac1L,\qquad\text{with equality iff }\sum_j\chi_{ij}=L\text{ for every }i .$$

Apply (b) to the pattern $e$ of ones. It gives $S\le Ln$. Since $S>0$, this forces $L>0$, and dividing by $LS$ yields the inequality. Equality means $S=Ln$, which by (b) holds iff $\chi e=Le$. The $i$-th component of this equation is the row-sum condition.

A row sum is the moment on site $i$ under a unit uniform splitting. Equal row sums alone do not give equality; their common value must be the largest eigenvalue.

In Lean, `h3` translates $\chi e=Le$ into row sums, and `hL0` derives $L>0$.

```lean
/-- For a symmetric susceptibility with largest eigenvalue `L` and positive sum of entries `S`,
the uniform threshold `n/S` is at least `1/L`, with equality iff every row sum equals `L`. -/
theorem uniform_threshold_ge {χ : Matrix n n ℝ} {L : ℝ} (hχ : χ.IsSymm)
    (hL : IsLargestEigenvalue χ L) (hS : 0 < totalResponse χ) :
    1 / L ≤ Fintype.card n / totalResponse χ ∧
      (Fintype.card n / totalResponse χ = 1 / L ↔ ∀ i, ∑ j, χ i j = L) := by
  obtain ⟨hle, heq⟩ := rayleigh_bound hχ hL (fun _ => 1)
  have h1 : (fun _ : n => (1 : ℝ)) ⬝ᵥ (fun _ => 1) = Fintype.card n := by
    simp [dotProduct]
  have h2 : (fun _ : n => (1 : ℝ)) ⬝ᵥ χ *ᵥ (fun _ => 1) = totalResponse χ := by
    simp [dotProduct, mulVec, totalResponse]
  have h3 : χ *ᵥ (fun _ => 1) = L • (fun _ : n => (1 : ℝ)) ↔ ∀ i, ∑ j, χ i j = L := by
    simp [funext_iff, mulVec, dotProduct]
  rw [h1, h2] at hle heq
  have hL0 : 0 < L := by
    by_contra h
    have hn : (0 : ℝ) ≤ Fintype.card n := Nat.cast_nonneg _
    nlinarith [mul_nonneg (neg_nonneg.mpr (not_lt.mp h)) hn]
  constructor
  · rw [div_le_div_iff₀ hL0 hS]
    linarith
  · rw [div_eq_div_iff hS.ne' hL0.ne', ← h3, ← heq]
    constructor <;> intro h <;> linarith
```

## (h) Two inequivalent sites

Take two sites, numbered 0 and 1 as in Lean, with

$$\chi=\begin{pmatrix}5&2\\2&2\end{pmatrix}.$$

```lean
/-- The susceptibility of a pair of inequivalent sites, with rows `(5, 2)` and `(2, 2)`. -/
def twoSite : Matrix (Fin 2) (Fin 2) ℝ := !![5, 2; 2, 2]
```

Show that $L=6$, and that for $\tfrac16<I<\tfrac2{11}$

$$F_I(c,c)>0\ \text{ for all } c\neq0,\qquad\text{but}\qquad F_I(2,1)<0 .$$

Direct multiplication gives $\chi(2,1)=(12,6)=6\,(2,1)$, so 6 is an eigenvalue. If $\chi v=lv$ with $v\ne0$, then

$$l\,(v_0^2+v_1^2)=5v_0^2+4v_0v_1+2v_1^2=6\,(v_0^2+v_1^2)-(v_0-2v_1)^2 ,$$

so $l\le6$. The entries sum to $S=11$, and (f) gives positivity on uniform splittings for $I<2/11$. By (c),

$$F_I(2,1)=5\left(\frac1I-6\right)<0\quad\text{for }I>\tfrac16 .$$

For the normalised pattern $(2,1)/\sqrt5$ the value is $1/I-6$.

In a mean-field calculation described by this finite quadratic model with one common $I$, a stability scan restricted to equal splittings would thus report a stable nonmagnetic state throughout this window, although an unequal pattern of the same sign lowers the energy.

The Lean proof obtains the bound $l\le6$ from the two component equations: `hq` is the first equality above, and `nlinarith` receives the square $(v_0-2v_1)^2$. The last two bullets call the results of (f) and (c).

```lean
/-- The two-site susceptibility has largest eigenvalue `6`. For `1/6 < I < 2/11` its form is
positive on every nonzero uniform splitting but negative on the splitting `(2, 1)`. -/
theorem uniform_test_misses_instability :
    IsLargestEigenvalue twoSite 6 ∧ ∀ I : ℝ, 1 / 6 < I → I < 2 / 11 →
      (∀ c : ℝ, c ≠ 0 → 0 < stonerForm twoSite I (fun _ => c)) ∧
        stonerForm twoSite I ![2, 1] < 0 := by
  have hne : (![2, 1] : Fin 2 → ℝ) ≠ 0 := by
    intro h
    have h0 := congrFun h 0
    norm_num at h0
  have hev : twoSite *ᵥ ![2, 1] = (6 : ℝ) • ![2, 1] := by
    ext i
    fin_cases i <;> norm_num [twoSite, mulVec, dotProduct, Fin.sum_univ_two]
  refine ⟨⟨⟨_, hne, hev⟩, ?_⟩, fun I h1 h2 => ?_⟩
  · rintro l ⟨v, hv, h⟩
    have h0 : 5 * v 0 + 2 * v 1 = l * v 0 := by
      simpa [twoSite, mulVec, dotProduct, Fin.sum_univ_two] using congrFun h 0
    have h1 : 2 * v 0 + 2 * v 1 = l * v 1 := by
      simpa [twoSite, mulVec, dotProduct, Fin.sum_univ_two] using congrFun h 1
    have hp : 0 < v 0 * v 0 + v 1 * v 1 := by
      simpa only [dotProduct, Fin.sum_univ_two] using dot_self_pos hv
    have hq : l * (v 0 * v 0 + v 1 * v 1)
        = 5 * v 0 ^ 2 + 4 * v 0 * v 1 + 2 * v 1 ^ 2 := by
      linear_combination -v 0 * h0 - v 1 * h1
    by_contra hl
    nlinarith [mul_pos (sub_pos.mpr (not_le.mp hl)) hp, sq_nonneg (v 0 - 2 * v 1)]
  · have hI : 0 < I := by linarith
    have ht : totalResponse twoSite = 11 := by
      norm_num [totalResponse, twoSite, Fin.sum_univ_two]
    constructor
    · intro c hc
      refine (uniform_stable_iff (by rw [ht]; norm_num) hI hc).mpr ?_
      rw [ht, Fintype.card_fin]
      exact_mod_cast h2
    · rw [stonerForm_eigenvector hev]
      have h3 : 1 / I < 6 := by
        rw [div_lt_iff₀ hI]
        linarith
      exact mul_neg_of_neg_of_pos (sub_neg.mpr h3) (dot_self_pos hne)

end

end SiteResolvedStoner
```

```lean
#print axioms SiteResolvedStoner.site_resolved_stoner
#print axioms SiteResolvedStoner.posDef_pos
#print axioms SiteResolvedStoner.uniform_threshold_ge
#print axioms SiteResolvedStoner.uniform_test_misses_instability
```

```
'SiteResolvedStoner.site_resolved_stoner' depends on axioms: [propext, Classical.choice, Quot.sound]
'SiteResolvedStoner.posDef_pos' depends on axioms: [propext, Classical.choice, Quot.sound]
'SiteResolvedStoner.uniform_threshold_ge' depends on axioms: [propext, Classical.choice, Quot.sound]
'SiteResolvedStoner.uniform_test_misses_instability' depends on axioms: [propext, Classical.choice, Quot.sound]
```
